# The squared Dirac oscillator contains a harmonic oscillator and a spin–orbit term

A spin-1/2 particle has position $r$, momentum $p$, Pauli operators $\sigma$ and orbital angular momentum $L=r\times p$. The Dirac oscillator adds to the free Dirac Hamiltonian a term linear in $r$, with a real coupling $c$. For mass $m$ and frequency $\omega$, $c=m\omega$; the letter is not the speed of light, which is 1, as is $\hbar$. What does the square of this Hamiltonian contain, and which energies follow? The central identity is

$$(\sigma\cdot(p+icr))(\sigma\cdot(p-icr))=p^2+c^2r^2-3c-2c\,\sigma\cdot L .$$

In this one-particle model, a single coupling thus produces both the harmonic binding and the spin–orbit splitting.

## Operators and their relations

In Lean 4 with Mathlib:

```lean
import Mathlib

open Complex (I)

namespace DiracOscillator

noncomputable section

variable {A : Type*} [Ring A] [Algebra ℂ A]
```

Operators are elements of `A`, a ring that also admits multiplication by complex numbers, written `•`.

```lean
/-- The scalar product of two operator triples, with the order of factors kept. -/
def dot (a b : Fin 3 → A) : A := ∑ i, a i * b i
```

This is $a\cdot b=\sum_i a_ib_i$. The index type `Fin 3` has the values 0, 1, 2, which stand for $x,y,z$.

```lean
/-- The vector product of two operator triples, with the order of factors kept. -/
def cross (a b : Fin 3 → A) : Fin 3 → A :=
  ![a 1 * b 2 - a 2 * b 1, a 2 * b 0 - a 0 * b 2, a 0 * b 1 - a 1 * b 0]
```

This is $a\times b$, again with $a$ to the left of $b$.

```lean
/-- The multiplication table of the Pauli operators. -/
structure PauliTriple (σ : Fin 3 → A) : Prop where
  sq : ∀ i, σ i * σ i = 1
  xy : σ 0 * σ 1 = I • σ 2
  yz : σ 1 * σ 2 = I • σ 0
  zx : σ 2 * σ 0 = I • σ 1
```

The Pauli table reads $\sigma_i^2=1$, $\sigma_0\sigma_1=i\sigma_2$ and cyclic permutations.

```lean
/-- Position `r`, momentum `p` (with ħ = 1) and Pauli operators `σ` of a spin-1/2 particle:
canonical commutation relations, and a spin that commutes with `r` and `p`. -/
structure SpinHalfParticle (r p σ : Fin 3 → A) : Prop extends PauliTriple σ where
  rr : ∀ i j, r i * r j = r j * r i
  pp : ∀ i j, p i * p j = p j * p i
  canonical : ∀ i j, r i * p j - p j * r i = if i = j then I • (1 : A) else 0
  spin_r : ∀ i j, σ i * r j = r j * σ i
  spin_p : ∀ i j, σ i * p j = p j * σ i
```

To the Pauli table this adds $[r_i,r_j]=[p_i,p_j]=0$, $[r_i,p_j]=i\delta_{ij}$, and a spin that commutes with $r$ and $p$. These relations are purely algebraic. On square-integrable wavefunctions $r$ and $p$ are unbounded, so applying the results there requires a common domain that all the operators map into itself.

```lean
/-- The operator `σ·(p + z r)` for a complex number `z`. -/
def spinMom (r p σ : Fin 3 → A) (z : ℂ) : A := dot σ (fun i => p i + z • r i)
```

`spinMom` is $\sigma\cdot(p+zr)$ for complex $z$.

```lean
/-- The Dirac oscillator Hamiltonian (ħ = speed of light = 1) with mass `m` and coupling `c`,
as a block matrix on upper and lower components. -/
def hamiltonian (r p σ : Fin 3 → A) (m c : ℝ) : Matrix (Fin 2) (Fin 2) A :=
  !![(m : ℂ) • (1 : A), spinMom r p σ (I * c);
     spinMom r p σ (-(I * c)), (-(m : ℂ)) • (1 : A)]
```

In block form,

$$H=\begin{pmatrix} m & \sigma\cdot(p+icr)\\ \sigma\cdot(p-icr) & -m\end{pmatrix}.$$

## From the Pauli product to the factorization

```lean
/-- Pauli product rule: `(σ·a)(σ·b) = a·b + i σ·(a × b)` when `a` commutes with the spin. -/
theorem pauli_product {σ : Fin 3 → A} (h : PauliTriple σ) (a b : Fin 3 → A)
    (ha : ∀ i j, σ i * a j = a j * σ i) :
    dot σ a * dot σ b = dot a b + I • dot σ (cross a b) := by
  -- the reversed products follow from the cyclic ones
  have rev : ∀ x y z : A, x * x = 1 → z * x = I • y → y * x = (-I) • z := by
    intro x y z hx hz
    have hy : y = (-I) • (z * x) := by
      rw [hz, smul_smul, neg_mul, Complex.I_mul_I, neg_neg, one_smul]
    rw [hy, smul_mul_assoc, mul_assoc, hx, mul_one]
  have yx := rev _ _ _ (h.sq 0) h.zx
  have zy := rev _ _ _ (h.sq 1) h.xy
  have xz := rev _ _ _ (h.sq 2) h.yz
  -- move the spin operators to the left
  have key : ∀ i j, σ i * a i * (σ j * b j) = σ i * σ j * (a i * b j) := by
    intro i j
    calc σ i * a i * (σ j * b j) = σ i * (a i * σ j) * b j := by simp only [mul_assoc]
      _ = σ i * (σ j * a i) * b j := by rw [ha j i]
      _ = σ i * σ j * (a i * b j) := by simp only [mul_assoc]
  have c0 : cross a b 0 = a 1 * b 2 - a 2 * b 1 := rfl
  have c1 : cross a b 1 = a 2 * b 0 - a 0 * b 2 := rfl
  have c2 : cross a b 2 = a 0 * b 1 - a 1 * b 0 := rfl
  simp only [dot, Fin.sum_univ_three, c0, c1, c2, add_mul, mul_add, mul_sub, key,
    h.sq, h.xy, h.yz, h.zx, yx, zy, xz, smul_mul_assoc, one_mul]
  module
```

If $a$ commutes with the spin, then $(\sigma\cdot a)(\sigma\cdot b)=a\cdot b+i\sigma\cdot(a\times b)$; nothing is asked of $b$. By hand, move $\sigma_j$ past $a_i$:

$$\sum_{ij}\sigma_ia_i\sigma_jb_j=\sum_{ij}\sigma_i\sigma_j\,a_ib_j .$$

The terms with $i=j$ give $a\cdot b$, the others $i\sigma\cdot(a\times b)$. In the proof, `key` is this move and `rev` derives the reversed products, such as $\sigma_1\sigma_0=-i\sigma_2$. The tactic `module` then collects the linear combination.

```lean
/-- For every complex `z`, the scalar product of `p + z r` and `p - z r` is
`p² - z² r² + 3 i z`. -/
theorem dot_shifted {r p σ : Fin 3 → A} (h : SpinHalfParticle r p σ) (z : ℂ) :
    dot (fun i => p i + z • r i) (fun i => p i + (-z) • r i)
      = dot p p - z ^ 2 • dot r r + (3 * I * z) • (1 : A) := by
  have key : ∀ i, (p i + z • r i) * (p i + (-z) • r i)
      = p i * p i - z ^ 2 • (r i * r i) + (I * z) • (1 : A) := by
    intro i
    have hc := h.canonical i i
    rw [if_pos rfl] at hc
    have hc' := sub_eq_iff_eq_add'.1 hc
    simp only [add_mul, mul_add, smul_mul_assoc, mul_smul_comm, hc']
    module
  simp only [dot, Fin.sum_univ_three, key]
  module
```

For each component,

$$(p_i+zr_i)(p_i-zr_i)=p_i^2-z^2r_i^2+z(r_ip_i-p_ir_i)=p_i^2-z^2r_i^2+iz .$$

Summing over three components gives $p^2-z^2r^2+3iz$. The step `key` is the one-component formula. Treating $r_i$ and $p_i$ as commuting numbers here loses the constant, and with it the $-3c$ of the final identity.

```lean
/-- For every complex `z`, the vector product of `p + z r` and `p - z r` is `2 z L`,
with `L = r × p`. -/
theorem cross_shifted {r p σ : Fin 3 → A} (h : SpinHalfParticle r p σ) (z : ℂ) :
    cross (fun i => p i + z • r i) (fun i => p i + (-z) • r i) = (2 * z) • cross r p := by
  have off : ∀ i j, i ≠ j → p j * r i = r i * p j := by
    intro i j hij
    have hc := h.canonical i j
    rw [if_neg hij] at hc
    exact (sub_eq_zero.1 hc).symm
  have key : ∀ i j, i ≠ j →
      (p i + z • r i) * (p j + (-z) • r j) - (p j + z • r j) * (p i + (-z) • r i)
        = (2 * z) • (r i * p j - r j * p i) := by
    intro i j hij
    simp only [add_mul, mul_add, smul_mul_assoc, mul_smul_comm]
    rw [h.rr j i, h.pp j i, off i j hij, off j i hij.symm]
    module
  funext k
  fin_cases k
  · exact key 1 2 (by decide)
  · exact key 2 0 (by decide)
  · exact key 0 1 (by decide)
```

For $i\ne j$, the terms $p_ip_j$ and $r_ir_j$ cancel in the antisymmetric difference, which leaves

$$z(r_ip_j-p_ir_j+p_jr_i-r_jp_i)=2z(r_ip_j-r_jp_i),$$

because $r_i$ commutes with $p_j$ (`off`). The vector product is therefore $2zL$; `fin_cases k` runs through its three components.

```lean
/-- Dirac oscillator identity: for every real `c`,
`(σ·(p + icr))(σ·(p - icr)) = p² + c² r² - 3c - 2c σ·L`, with `L = r × p`. -/
theorem upper_factorization {r p σ : Fin 3 → A} (h : SpinHalfParticle r p σ) (c : ℝ) :
    spinMom r p σ (I * c) * spinMom r p σ (-(I * c))
      = dot p p + (c : ℂ) ^ 2 • dot r r - (3 * (c : ℂ)) • (1 : A)
        - (2 * (c : ℂ)) • dot σ (cross r p) := by
  have comm : ∀ i j, σ i * (p j + (I * (c : ℂ)) • r j)
      = (p j + (I * (c : ℂ)) • r j) * σ i := by
    intro i j
    rw [mul_add, add_mul, mul_smul_comm, smul_mul_assoc, h.spin_r, h.spin_p]
  have hs : dot σ ((2 * (I * (c : ℂ))) • cross r p)
      = (2 * (I * (c : ℂ))) • dot σ (cross r p) := by
    simp only [dot, Pi.smul_apply, mul_smul_comm, Finset.smul_sum]
  have h1 : (I * (c : ℂ)) ^ 2 = -(c : ℂ) ^ 2 := by
    linear_combination (c : ℂ) ^ 2 * Complex.I_sq
  have h2 : 3 * I * (I * (c : ℂ)) = -(3 * (c : ℂ)) := by
    linear_combination 3 * (c : ℂ) * Complex.I_sq
  have h3 : I * (2 * (I * (c : ℂ))) = -(2 * (c : ℂ)) := by
    linear_combination 2 * (c : ℂ) * Complex.I_sq
  unfold spinMom
  rw [pauli_product h.toPauliTriple _ _ comm, dot_shifted h, cross_shifted h, hs,
    smul_smul, h1, h2, h3]
  module
```

Apply the Pauli rule with $a=p+zr$, $b=p-zr$ and $z=ic$. Then $-z^2=c^2$, $3iz=-3c$ and $i\cdot2z=-2c$, which is the stated identity. The proof checks these three values as `h1`, `h2` and `h3`, while `comm` supplies the condition on $a$. At $c=0$ the identity reduces to $(\sigma\cdot p)^2=p^2$.

## The squared Hamiltonian and its energies

```lean
/-- The square of the Dirac oscillator Hamiltonian is block diagonal: `m² + p² + c² r²` with
`-3c - 2c σ·L` added in the upper block and `+3c + 2c σ·L` in the lower block. -/
theorem hamiltonian_sq {r p σ : Fin 3 → A} (h : SpinHalfParticle r p σ) (m c : ℝ) :
    hamiltonian r p σ m c * hamiltonian r p σ m c =
      !![(m : ℂ) ^ 2 • (1 : A) + dot p p + (c : ℂ) ^ 2 • dot r r
            - (3 * (c : ℂ)) • (1 : A) - (2 * (c : ℂ)) • dot σ (cross r p), 0;
         0, (m : ℂ) ^ 2 • (1 : A) + dot p p + (c : ℂ) ^ 2 • dot r r
            + (3 * (c : ℂ)) • (1 : A) + (2 * (c : ℂ)) • dot σ (cross r p)] := by
  -- the lower block is the upper one with the sign of c reversed
  have lower := upper_factorization h (-c)
  have e : I * ((-c : ℝ) : ℂ) = -(I * c) := by push_cast; ring
  rw [e, neg_neg] at lower
  unfold hamiltonian
  rw [Matrix.mul_fin_two]
  congr 1
  simp only [upper_factorization h c, lower, smul_mul_assoc, mul_smul_comm, one_mul, mul_one]
  congr 1
  · congr 1
    · module
    · congr 1
      module
  · congr 1
    congr 1
    · module
    · congr 1
      push_cast
      module
```

The off-diagonal blocks of $H^2$ cancel, since $m$ and $-m$ multiply the same operator. The diagonal blocks are

$$m^2+p^2+c^2r^2\mp(3c+2c\,\sigma\cdot L),$$

with the upper sign for the upper block. The lower block follows from the factorization with $c\to-c$, called `lower` in the proof.

```lean
/-- Let `ψ ≠ 0` satisfy `(p² + c² r²)ψ = c(2N+3)ψ` and `(σ·L)ψ = κψ`. If
`E² = m² + 2c(N - κ)` and `E ≠ -m`, the spinor with upper part `(E+m)ψ` and lower part
`σ·(p - icr)ψ` is a nonzero eigenvector of the Dirac oscillator with energy `E`. -/
theorem energy_eigenstate {V : Type*} [AddCommGroup V] [Module ℂ V] [Module A V]
    [IsScalarTower ℂ A V] {r p σ : Fin 3 → A} (h : SpinHalfParticle r p σ)
    (m c N κ E : ℝ) (ψ : V) (hψ : ψ ≠ 0)
    (hosc : (dot p p + (c : ℂ) ^ 2 • dot r r) • ψ = ((c : ℂ) * (2 * N + 3)) • ψ)
    (hso : dot σ (cross r p) • ψ = (κ : ℂ) • ψ)
    (hE : E ^ 2 = m ^ 2 + 2 * c * (N - κ)) (hEm : E ≠ -m) :
    let Ψ : Fin 2 → V := ![((E : ℂ) + m) • ψ, spinMom r p σ (-(I * c)) • ψ]
    Ψ ≠ 0 ∧ ∀ i, ∑ j, hamiltonian r p σ m c i j • Ψ j = (E : ℂ) • Ψ i := by
  intro Ψ
  have hE' : (E : ℂ) ^ 2 = (m : ℂ) ^ 2 + 2 * c * (N - κ) := by exact_mod_cast hE
  -- the factorized operator acts on ψ as the number E² - m²
  have hDD : spinMom r p σ (I * c) • spinMom r p σ (-(I * c)) • ψ
      = ((E : ℂ) ^ 2 - (m : ℂ) ^ 2) • ψ := by
    rw [smul_smul, upper_factorization h c, sub_smul, sub_smul, hosc,
      smul_assoc (3 * (c : ℂ)) (1 : A) ψ, one_smul,
      smul_assoc (2 * (c : ℂ)) (dot σ (cross r p)) ψ, hso, hE']
    module
  refine ⟨?_, Fin.forall_fin_two.2 ⟨?_, ?_⟩⟩
  · intro h0
    have hu : ((E : ℂ) + m) • ψ = 0 := congrFun h0 0
    rcases smul_eq_zero.1 hu with h1 | h1
    · have h2 : E + m = 0 := by exact_mod_cast h1
      exact hEm (by linarith)
    · exact hψ h1
  · rw [Fin.sum_univ_two]
    change ((m : ℂ) • (1 : A)) • (((E : ℂ) + m) • ψ)
      + spinMom r p σ (I * c) • spinMom r p σ (-(I * c)) • ψ = (E : ℂ) • ((E : ℂ) + m) • ψ
    rw [hDD, smul_assoc, one_smul]
    module
  · rw [Fin.sum_univ_two]
    change spinMom r p σ (-(I * c)) • (((E : ℂ) + m) • ψ)
      + ((-(m : ℂ)) • (1 : A)) • spinMom r p σ (-(I * c)) • ψ
      = (E : ℂ) • spinMom r p σ (-(I * c)) • ψ
    rw [smul_comm (spinMom r p σ (-(I * c))) ((E : ℂ) + m) ψ, smul_assoc, one_smul]
    generalize spinMom r p σ (-(I * c)) • ψ = χ
    module
```

Here `V` is a space of states on which `A` acts, and $\psi$ is a nonzero joint eigenvector: $p^2+c^2r^2$ has the value $c(2N+3)$ and $\sigma\cdot L$ the value $\kappa$. This $\kappa$ is not the usual Dirac quantum number of that name. The theorem takes $\psi$ as given and allows any real $N$ and $\kappa$; it doesn't determine the spectrum.

Write $\chi=\sigma\cdot(p-icr)\psi$. The factorization gives

$$\sigma\cdot(p+icr)\chi=[c(2N+3)-3c-2c\kappa]\psi=2c(N-\kappa)\psi=(E^2-m^2)\psi,$$

which is `hDD`. For $\Psi=((E+m)\psi,\chi)$ the two rows of $H\Psi$ are

$$m(E+m)\psi+(E^2-m^2)\psi=E(E+m)\psi,\qquad (E+m)\chi-m\chi=E\chi .$$

Since $E\ne-m$, the upper part is nonzero, and so is $\Psi$. In a Hilbert space with symmetric $r,p,\sigma$ and normalised $\psi$, dividing $\Psi$ by $\sqrt{2E(E+m)}$ normalises it.

The simplest bound state, for $c,m>0$, is a Gaussian $e^{-cr^2/2}$ times a constant spinor. It has $N=\kappa=0$, $\chi=0$ and $E=m$. This example and the normalisation are worked by hand, not machine-checked.

## Polynomials that satisfy the relations

```lean
/-- Linear operators on complex polynomials in three coordinates. -/
abbrev PolyOp := Module.End ℂ (MvPolynomial (Fin 3) ℂ)
```

These are the linear operators on polynomials in three coordinates.

```lean
/-- Multiplication by the coordinate `x_i`. -/
def posOp (i : Fin 3) : PolyOp := LinearMap.mulLeft ℂ (MvPolynomial.X i)
```

`posOp i` is multiplication by $x_i$.

```lean
/-- The momentum operator `-i ∂/∂x_i`. -/
def momOp (i : Fin 3) : PolyOp := (-I) • (MvPolynomial.pderiv i).toLinearMap
```

`momOp i` is $-i\,\partial/\partial x_i$.

```lean
/-- The three Pauli matrices, with entries acting on polynomials. -/
def pauliMat : Fin 3 → Matrix (Fin 2) (Fin 2) PolyOp :=
  ![!![0, 1; 1, 0], !![0, (-I) • 1; I • 1, 0], !![1, 0; 0, -1]]
```

These are the usual Pauli matrices, with operator entries.

```lean
/-- Multiplication by `x_i`, the operators `-i ∂/∂x_i` and the Pauli matrices, acting on
two-component polynomials, satisfy the relations of a spin-1/2 particle. -/
theorem spinHalfParticle_witness :
    SpinHalfParticle (fun i => Matrix.scalar (Fin 2) (posOp i))
      (fun i => Matrix.scalar (Fin 2) (momOp i)) pauliMat := by
  have xx : ∀ i j, posOp i * posOp j = posOp j * posOp i := fun i j =>
    LinearMap.ext fun f => mul_left_comm (MvPolynomial.X i) (MvPolynomial.X j) f
  -- partial derivatives commute, since their commutator kills every coordinate
  have dd : ∀ (i j : Fin 3) (f : MvPolynomial (Fin 3) ℂ),
      MvPolynomial.pderiv i (MvPolynomial.pderiv j f)
        = MvPolynomial.pderiv j (MvPolynomial.pderiv i f) := by
    intro i j f
    have hX : ∀ a b k : Fin 3, MvPolynomial.pderiv a
        (MvPolynomial.pderiv b (MvPolynomial.X k : MvPolynomial (Fin 3) ℂ)) = 0 := by
      intro a b k
      rcases eq_or_ne k b with hk | hk
      · subst hk
        rw [MvPolynomial.pderiv_X_self]
        exact Derivation.map_one_eq_zero _
      · rw [MvPolynomial.pderiv_X_of_ne hk, map_zero]
    have h0 : ⁅(MvPolynomial.pderiv i :
        Derivation ℂ (MvPolynomial (Fin 3) ℂ) (MvPolynomial (Fin 3) ℂ)),
        (MvPolynomial.pderiv j :
        Derivation ℂ (MvPolynomial (Fin 3) ℂ) (MvPolynomial (Fin 3) ℂ))⁆ = 0 := by
      refine MvPolynomial.derivation_ext fun k => ?_
      change MvPolynomial.pderiv i (MvPolynomial.pderiv j (MvPolynomial.X k))
        - MvPolynomial.pderiv j (MvPolynomial.pderiv i (MvPolynomial.X k))
        = (0 : MvPolynomial (Fin 3) ℂ)
      rw [hX i j k, hX j i k, sub_zero]
    have h1 : MvPolynomial.pderiv i (MvPolynomial.pderiv j f)
        - MvPolynomial.pderiv j (MvPolynomial.pderiv i f) = 0 := DFunLike.congr_fun h0 f
    exact sub_eq_zero.1 h1
  have pp : ∀ i j, momOp i * momOp j = momOp j * momOp i := by
    intro i j
    refine LinearMap.ext fun f => ?_
    change (-I) • MvPolynomial.pderiv i ((-I) • MvPolynomial.pderiv j f)
      = (-I) • MvPolynomial.pderiv j ((-I) • MvPolynomial.pderiv i f)
    rw [Derivation.map_smul, Derivation.map_smul, dd i j f]
  have xp : ∀ i j, posOp i * momOp j - momOp j * posOp i
      = if i = j then I • (1 : PolyOp) else 0 := by
    intro i j
    refine LinearMap.ext fun f => ?_
    change MvPolynomial.X i * ((-I) • MvPolynomial.pderiv j f)
      - (-I) • MvPolynomial.pderiv j (MvPolynomial.X i * f) = _
    rw [Derivation.leibniz, mul_smul_comm]
    split_ifs with hij
    · subst hij
      change _ = I • f
      rw [MvPolynomial.pderiv_X_self, smul_eq_mul, smul_eq_mul, mul_one]
      module
    · change _ = (0 : MvPolynomial (Fin 3) ℂ)
      rw [MvPolynomial.pderiv_X_of_ne hij, smul_eq_mul, smul_zero]
      module
  have sc : ∀ (i : Fin 3) (a : PolyOp),
      pauliMat i * Matrix.scalar (Fin 2) a = Matrix.scalar (Fin 2) a * pauliMat i := by
    intro i a
    refine Matrix.ext fun k l => ?_
    rw [Matrix.scalar_apply, Matrix.mul_diagonal, Matrix.diagonal_mul]
    fin_cases i <;> fin_cases k <;> fin_cases l <;> simp [pauliMat]
    -- the entry -1 of the third Pauli matrix
    exact (neg_one_mul a).trans (mul_neg_one a).symm
  refine { sq := ?_, xy := ?_, yz := ?_, zx := ?_, rr := ?_, pp := ?_, canonical := ?_,
           spin_r := fun i j => sc i _, spin_p := fun i j => sc i _ }
  · intro i
    refine Matrix.ext fun k l => ?_
    fin_cases i <;> fin_cases k <;> fin_cases l <;>
      simp [pauliMat, Matrix.mul_apply, Fin.sum_univ_two, smul_smul]
    exact (neg_mul_neg (1 : PolyOp) 1).trans (mul_one 1)
  · refine Matrix.ext fun k l => ?_
    fin_cases k <;> fin_cases l <;>
      simp [pauliMat, Matrix.mul_apply, Fin.sum_univ_two]
  · refine Matrix.ext fun k l => ?_
    fin_cases k <;> fin_cases l <;>
      simp [pauliMat, Matrix.mul_apply, Fin.sum_univ_two]
  · refine Matrix.ext fun k l => ?_
    fin_cases k <;> fin_cases l <;>
      simp [pauliMat, Matrix.mul_apply, Fin.sum_univ_two, smul_smul]
  · intro i j
    rw [← map_mul, xx, map_mul]
  · intro i j
    rw [← map_mul, pp, map_mul]
  · intro i j
    rw [← map_mul, ← map_mul, ← map_sub, xp]
    split_ifs
    · refine Matrix.ext fun k l => ?_
      fin_cases k <;> fin_cases l <;> simp [Matrix.scalar_apply]
    · exact map_zero _

end

end DiracOscillator
```

Acting on two-component polynomials, these operators satisfy every relation required above. The product rule gives

$$x_i(-i\partial_jf)+i\partial_j(x_if)=i\delta_{ij}f,$$

which is `xp`. Partial derivatives commute because their commutator is itself a derivation and vanishes on each coordinate (`dd`). The Pauli table is checked entry by entry. Polynomials serve only to realise the relations: the Gaussian above is not among them.

```lean
#print axioms DiracOscillator.hamiltonian_sq
#print axioms DiracOscillator.energy_eigenstate
```

```
'DiracOscillator.hamiltonian_sq' depends on axioms: [propext, Classical.choice, Quot.sound]
'DiracOscillator.energy_eigenstate' depends on axioms: [propext, Classical.choice, Quot.sound]
```
